# A planar dipole that turns by 2π/n in every n-th part of the drive period has only harmonics of order nk ± 1

Without a selection rule, a weak third-harmonic peak in the computed spectrum of benzene, driven by light circularly polarised in the plane of the ring, could be genuine emission or the mark of a grid that has broken the molecule's symmetry. For a continuous dipole signal that turns with the field by 2π/n whenever time advances by one n-th of the period, the theorems below settle which harmonic orders must be absent.

```lean
import Mathlib

open Complex ComplexConjugate

namespace HighHarmonicSelection

noncomputable section

/-- The pure harmonic of order `m` of a drive with period `T`. -/
def tone (T : ℝ) (m : ℤ) (t : ℝ) : ℂ :=
  Complex.exp (2 * Real.pi * I * m * t / T)

/-- The Fourier coefficient of order `m` of the signal `d` over one period `T`. -/
def harmonic (T : ℝ) (d : ℝ → ℂ) (m : ℤ) : ℂ :=
  1 / (T : ℂ) * ∫ t in (0 : ℝ)..T, tone T (-m) t * d t

/-- A continuous dipole signal `d = x + i y` that turns by the angle `2 π s / n`
whenever time advances by `T / n`. -/
structure RotatingDipole (n : ℕ) (T : ℝ) (s : ℤ) (d : ℝ → ℂ) : Prop where
  cont : Continuous d
  step : ∀ t, d (t + T / n) = Complex.exp (2 * Real.pi * I * s / n) * d t

/-- Advancing a pure harmonic in time multiplies it by a phase. -/
theorem tone_add (T : ℝ) (m : ℤ) (t a : ℝ) :
    tone T m (t + a) = tone T m t * tone T m a := by
  unfold tone
  rw [← Complex.exp_add]
  congr 1
  push_cast
  ring

/-- Harmonics of opposite order have inverse phases. -/
theorem tone_mul_neg (T : ℝ) (m : ℤ) (t : ℝ) : tone T m t * tone T (-m) t = 1 := by
  unfold tone
  rw [← Complex.exp_add]
  exact Complex.exp_eq_one_iff.mpr ⟨0, by push_cast; ring⟩

/-- The phase gained by the `m`-th harmonic in the time `T / n` equals the rotation by
`2 π s / n` exactly when `m` is congruent to `s` modulo `n`. -/
theorem tone_step_iff {n : ℕ} (hn : 0 < n) {T : ℝ} (hT : 0 < T) (m s : ℤ) :
    tone T m (T / n) = Complex.exp (2 * Real.pi * I * s / n) ↔ m ≡ s [ZMOD n] := by
  have hn' : (n : ℂ) ≠ 0 := by exact_mod_cast hn.ne'
  have hT' : (T : ℂ) ≠ 0 := by exact_mod_cast hT.ne'
  have e : tone T m (T / n) = Complex.exp (2 * Real.pi * I * m / n) := by
    unfold tone
    congr 1
    push_cast
    field_simp
  rw [e, Complex.exp_eq_exp_iff_exists_int]
  constructor
  · rintro ⟨k, hk⟩
    have h : (m : ℂ) = s + k * n := by
      apply mul_left_cancel₀ Complex.two_pi_I_ne_zero
      calc 2 * (Real.pi : ℂ) * I * m = 2 * Real.pi * I * m / n * n :=
            (div_mul_cancel₀ _ hn').symm
        _ = 2 * Real.pi * I * s / n * n + k * (2 * Real.pi * I) * n := by rw [hk, add_mul]
        _ = 2 * Real.pi * I * (s + k * n) := by rw [div_mul_cancel₀ _ hn']; ring
    have h' : m = s + k * n := by exact_mod_cast h
    exact Int.modEq_iff_dvd.mpr ⟨-k, by linear_combination -h'⟩
  · intro h
    obtain ⟨k, hk⟩ := Int.modEq_iff_dvd.mp h
    have h1 : m = s - n * k := by linarith
    have h2 : (m : ℂ) = s - n * k := by exact_mod_cast h1
    refine ⟨-k, ?_⟩
    rw [h2]
    push_cast
    field_simp
    ring

/-- The Fourier coefficients of a superposition of two continuous signals superpose. -/
theorem harmonic_superpose (T : ℝ) {d e : ℝ → ℂ} (hd : Continuous d) (he : Continuous e)
    (a b : ℂ) (m : ℤ) :
    harmonic T (fun t => a * d t + b * e t) m = a * harmonic T d m + b * harmonic T e m := by
  have hτ : Continuous (tone T (-m)) := by
    show Continuous fun t : ℝ => Complex.exp (2 * Real.pi * I * (-m : ℤ) * t / T)
    fun_prop
  have i1 : IntervalIntegrable (fun t => a * (tone T (-m) t * d t))
      MeasureTheory.volume 0 T :=
    (continuous_const.mul (hτ.mul hd)).intervalIntegrable _ _
  have i2 : IntervalIntegrable (fun t => b * (tone T (-m) t * e t))
      MeasureTheory.volume 0 T :=
    (continuous_const.mul (hτ.mul he)).intervalIntegrable _ _
  have key : ∫ t in (0 : ℝ)..T, tone T (-m) t * (a * d t + b * e t) =
      a * (∫ t in (0 : ℝ)..T, tone T (-m) t * d t) +
        b * ∫ t in (0 : ℝ)..T, tone T (-m) t * e t := by
    rw [← intervalIntegral.integral_const_mul, ← intervalIntegral.integral_const_mul,
      ← intervalIntegral.integral_add i1 i2]
    congr 1
    ext t
    ring
  unfold harmonic
  rw [key]
  ring

/-- A dipole with the `n`-fold dynamical symmetry is periodic with period `T`. -/
theorem RotatingDipole.periodic {n : ℕ} (hn : 0 < n) {T : ℝ} {s : ℤ} {d : ℝ → ℂ}
    (h : RotatingDipole n T s d) : Function.Periodic d T := by
  intro t
  have hn' : (n : ℂ) ≠ 0 := by exact_mod_cast hn.ne'
  have hnr : (n : ℝ) ≠ 0 := by exact_mod_cast hn.ne'
  -- apply the symmetry k times
  have iter : ∀ k : ℕ, d (t + k * (T / n)) =
      Complex.exp (2 * Real.pi * I * s / n) ^ k * d t := by
    intro k
    induction k with
    | zero => simp
    | succ k ih =>
      have e : t + ((k + 1 : ℕ) : ℝ) * (T / n) = t + k * (T / n) + T / n := by
        push_cast
        ring
      rw [e, h.step, ih, pow_succ]
      ring
  -- n rotations make s full turns
  have full : Complex.exp (2 * Real.pi * I * s / n) ^ n = 1 := by
    rw [← Complex.exp_nat_mul, mul_div_cancel₀ _ hn']
    exact Complex.exp_eq_one_iff.mpr ⟨s, by ring⟩
  have := iter n
  rwa [full, one_mul, mul_div_cancel₀ _ hnr] at this

/-- Advancing a periodic signal by the time `a` multiplies its `m`-th Fourier coefficient by
the phase of the `m`-th harmonic at time `a`. -/
theorem harmonic_shift {T : ℝ} (hT : 0 < T) {d : ℝ → ℂ} (hd : Function.Periodic d T)
    (a : ℝ) (m : ℤ) :
    harmonic T (fun t => d (t + a)) m = tone T m a * harmonic T d m := by
  have hT' : (T : ℂ) ≠ 0 := by exact_mod_cast hT.ne'
  have hp : tone T (-m) T = 1 :=
    Complex.exp_eq_one_iff.mpr ⟨-m, by rw [mul_div_cancel_right₀ _ hT']; ring⟩
  have hF : Function.Periodic (fun t => tone T (-m) t * d t) T := by
    intro t
    show tone T (-m) (t + T) * d (t + T) = tone T (-m) t * d t
    rw [tone_add, hp, mul_one, hd t]
  have e : ∀ t, tone T (-m) t * d (t + a) =
      tone T m a * (tone T (-m) (t + a) * d (t + a)) := by
    intro t
    rw [tone_add]
    linear_combination (-(tone T (-m) t * d (t + a))) * tone_mul_neg T m a
  -- the integral over a full period does not depend on its starting point
  have key : ∫ t in (0 : ℝ)..T, tone T (-m) t * d (t + a) =
      tone T m a * ∫ t in (0 : ℝ)..T, tone T (-m) t * d t := by
    have h1 := intervalIntegral.integral_comp_add_right (a := 0) (b := T)
      (fun t => tone T (-m) t * d t) a
    have h2 := hF.intervalIntegral_add_eq a 0
    rw [zero_add, add_comm T a] at h1
    rw [zero_add] at h2
    rw [← h1.trans h2, ← intervalIntegral.integral_const_mul]
    congr 1
    ext t
    exact e t
  show 1 / (T : ℂ) * (∫ t in (0 : ℝ)..T, tone T (-m) t * d (t + a)) = _
  rw [key]
  unfold harmonic
  ring

/-- Selection rule: if the dipole turns by `2 π s / n` in each time step `T / n`, its `m`-th
Fourier coefficient vanishes unless `m` is congruent to `s` modulo `n`. -/
theorem harmonic_eq_zero {n : ℕ} (hn : 0 < n) {T : ℝ} (hT : 0 < T) {s : ℤ} {d : ℝ → ℂ}
    (h : RotatingDipole n T s d) {m : ℤ} (hm : ¬ m ≡ s [ZMOD n]) :
    harmonic T d m = 0 := by
  by_contra hc
  apply hm
  rw [← tone_step_iff hn hT]
  -- compute the coefficient of the advanced signal in two ways
  have h1 := harmonic_shift hT (h.periodic hn) (T / n) m
  have h2 : (fun t => d (t + T / n)) =
      fun t => Complex.exp (2 * Real.pi * I * s / n) * d t + 0 * d t := by
    funext t
    rw [h.step, zero_mul, add_zero]
  rw [h2, harmonic_superpose T h.cont h.cont, zero_mul, add_zero] at h1
  exact (mul_right_cancel₀ hc h1).symm

/-- The complex conjugate dipole `x - i y` turns in the opposite sense. -/
theorem RotatingDipole.conj {n : ℕ} {T : ℝ} {s : ℤ} {d : ℝ → ℂ}
    (h : RotatingDipole n T s d) : RotatingDipole n T (-s) (fun t => conj (d t)) := by
  refine ⟨Complex.continuous_conj.comp h.cont, fun t => ?_⟩
  show (starRingEnd ℂ) (d (t + T / n)) = _ * (starRingEnd ℂ) (d t)
  have two : (starRingEnd ℂ) 2 = 2 := Complex.ext (by simp) (by simp)
  rw [h.step, map_mul, ← Complex.exp_conj]
  congr 2
  simp only [map_div₀, map_mul, two, Complex.conj_ofReal, Complex.conj_I, map_intCast,
    map_natCast]
  push_cast
  ring

/-- The dipole component along the direction `θ` in the plane has a vanishing `m`-th Fourier
coefficient unless `m` is congruent to `s` or to `-s` modulo `n`. -/
theorem linear_component_eq_zero {n : ℕ} (hn : 0 < n) {T : ℝ} (hT : 0 < T) {s : ℤ}
    {d : ℝ → ℂ} (h : RotatingDipole n T s d) (θ : ℝ) {m : ℤ}
    (hm : ¬ m ≡ s [ZMOD n]) (hm' : ¬ m ≡ -s [ZMOD n]) :
    harmonic T (fun t => ((Real.cos θ * (d t).re + Real.sin θ * (d t).im : ℝ) : ℂ)) m = 0 := by
  generalize Real.cos θ = p
  generalize Real.sin θ = q
  -- split the linear component into its two circular components
  have e : (fun t => ((p * (d t).re + q * (d t).im : ℝ) : ℂ)) =
      fun t => ((p - q * I) / 2) * d t + ((p + q * I) / 2) * (starRingEnd ℂ) (d t) := by
    funext t
    have h1 := Complex.add_conj (d t)
    have h2 := Complex.sub_conj (d t)
    push_cast at h1 h2 ⊢
    linear_combination (-(p : ℂ) / 2) * h1 + ((q : ℂ) * I / 2) * h2 +
      (q : ℂ) * (d t).im * Complex.I_sq
  rw [e, harmonic_superpose T h.cont h.conj.cont, harmonic_eq_zero hn hT h hm,
    harmonic_eq_zero hn hT h.conj hm', mul_zero, mul_zero, add_zero]

/-- For every `m` congruent to `s` modulo `n`, the pure harmonic of order `m` has the dynamical
symmetry and its `m`-th Fourier coefficient is one. -/
theorem allowed_harmonic_occurs {n : ℕ} (hn : 0 < n) {T : ℝ} (hT : 0 < T) {m s : ℤ}
    (hm : m ≡ s [ZMOD n]) :
    RotatingDipole n T s (tone T m) ∧ harmonic T (tone T m) m = 1 := by
  have hT' : (T : ℂ) ≠ 0 := by exact_mod_cast hT.ne'
  refine ⟨⟨?_, fun t => ?_⟩, ?_⟩
  · show Continuous fun t : ℝ => Complex.exp (2 * Real.pi * I * m * t / T)
    fun_prop
  · rw [tone_add, (tone_step_iff hn hT m s).mpr hm, mul_comm]
  · have e : ∀ t, tone T (-m) t * tone T m t = 1 := fun t => by
      rw [mul_comm, tone_mul_neg]
    unfold harmonic
    simp only [e]
    simp [hT']

end

end HighHarmonicSelection
```

```lean
#print axioms HighHarmonicSelection.linear_component_eq_zero
#print axioms HighHarmonicSelection.allowed_harmonic_occurs
```

```
'HighHarmonicSelection.linear_component_eq_zero' depends on axioms: [propext, Classical.choice, Quot.sound]
'HighHarmonicSelection.allowed_harmonic_occurs' depends on axioms: [propext, Classical.choice, Quot.sound]
```

## The rotating dipole and its harmonics

Let x(t) and y(t) be the dipole components in the polarisation plane, combined into the complex signal d = x + iy. Multiplying d by exp(iα) turns the dipole counter-clockwise by the angle α. The drive has period T > 0, and the target has an n-fold axis along the propagation direction, with n ≥ 1.

In the dipole approximation, turning the target by 2π/n leaves it unchanged, while the circular field needs the time T/n to turn by the same angle. The two operations together are a symmetry of the driven system. If the response shares it, the dipole satisfies, for an integer s,

d(t + T/n) = exp(2πi s/n) d(t).

The value s = 1 describes a counter-clockwise field, and s = −1 a clockwise one. The structure `RotatingDipole n T s d` contains this equation as `step` and the continuity of d as `cont`. The equation is assumed, not derived from a Hamiltonian. It describes a steady response to an unending drive; a finite pulse or a symmetry-breaking initial state can violate it.

The function `tone T m` is the pure harmonic exp(2πi m t/T), and `harmonic T d m` is the Fourier coefficient

c_m = (1/T) ∫₀ᵀ exp(−2πi m t/T) d(t) dt.

The order m is any integer. Positive orders rotate counter-clockwise and negative ones clockwise, so m = −5 and m = 5 have the same frequency but opposite circular polarisation.

The selection rule `harmonic_eq_zero` says that c_m = 0 unless m ≡ s mod n, which Lean writes as `m ≡ s [ZMOD n]`. For benzene with s = 1 and n = 6, the orders left are …, −11, −5, 1, 7, 13, …, and the third harmonic is forbidden in either sense of rotation. In a real-time simulation whose response has become periodic, a peak at such an order therefore shows that the assumed symmetry has been lost somewhere.

## Two phases for one coefficient

Periodicity comes first. Applying the symmetry n times gives

d(t + T) = exp(2πi s/n)ⁿ d(t) = exp(2πi s) d(t) = d(t).

Now advance the signal by a time a and compute its m-th coefficient with the substitution u = t + a:

(1/T) ∫₀ᵀ exp(−2πi m t/T) d(t + a) dt
= exp(2πi m a/T) · (1/T) ∫ₐᵃ⁺ᵀ exp(−2πi m u/T) d(u) du
= exp(2πi m a/T) c_m.

The last step holds because the integrand has period T, so its integral over a full period does not depend on the starting point.

For a = T/n, the symmetry gives the same coefficient in a second way, since the advanced signal is exp(2πi s/n) d(t). Hence

exp(2πi m/n) c_m = exp(2πi s/n) c_m.

If c_m ≠ 0, it can be cancelled, which leaves exp(2πi (m − s)/n) = 1. Then (m − s)/n is an integer, that is, m ≡ s mod n. For every other m, the coefficient is zero.

The Lean proof takes the same route:

- `RotatingDipole.periodic` iterates the symmetry by induction and uses that n rotations make s full turns.
- `harmonic_shift` performs the substitution and moves the integration window back to [0, T]. It relies on `tone_add` and `tone_mul_neg`, the product rules for the phases.
- `tone_step_iff` shows that the two phases agree exactly when m ≡ s mod n. It uses the fact that two complex exponentials are equal only if their exponents differ by an integer multiple of 2πi.
- `harmonic_eq_zero` assumes c_m ≠ 0, equates the two expressions and cancels the coefficient. The constant phase is taken out of the integral by `harmonic_superpose`, the linearity of the Fourier coefficient, with the second signal given weight zero.

## What a linear polariser sees

A linear polariser at angle θ, placed on the axis, passes the light emitted by the real component

x cos θ + y sin θ = ½ exp(−iθ) d + ½ exp(iθ) d*,

where d* = x − iy is the complex conjugate. Conjugating the symmetry equation gives

d*(t + T/n) = exp(−2πi s/n) d*(t),

so d* obeys the same rule with −s in place of s. This is `RotatingDipole.conj`. By linearity, the m-th coefficient of the component vanishes unless m ≡ s or m ≡ −s mod n, as `linear_component_eq_zero` states. For s = 1 these are the orders nk ± 1 with k an integer; for benzene, the positive ones are 1, 5, 7, 11, 13 and so on.

The Lean proof replaces cos θ and sin θ by arbitrary real numbers p and q, because the splitting into d and d* needs no relation between them. It then applies the selection rule to each part.

## Allowed orders and the isotropic limit

The rule excludes as much as this symmetry can. By `allowed_harmonic_occurs`, for every m ≡ s mod n the pure harmonic of order m itself has the symmetry, and its m-th coefficient equals 1. The proof reads `tone_step_iff` in the reverse direction and then integrates the constant 1 over a period. This shows that an allowed order can occur in some signal; whether a given molecule emits it, and how strongly, depends on its dynamics.

For n = 1 every integer is congruent to s, and nothing is forbidden. At the other extreme, take s = 1 and a dipole that has the symmetry for every n, as for an atom whose dipole rotates rigidly with the field. Any order m ≠ 1 is then excluded by choosing n > |m − 1|, and only the fundamental remains.
